# The relative Uehling correction falls off as exp(−2mr)/(mr)^(3/2) at large distance

Define, for x > 0,

w(t) = (1 + 1/(2t²)) √(t² − 1)/t²

U(x) = ∫₁^∞ w(t) e^(−2xt) dt.

Then

3√π/8 − 3√π/(4x) ≤ x^(3/2) e^(2x) U(x) ≤ 3√π/8,

so the product in the middle tends to 3√π/8 as x → ∞. Here x = mr, with m the mass of the virtual lepton in the loop, r the distance from the source, α the fine-structure constant and ħ = c = 1. For coupling α ≠ 0, the relative correction (2α/(3π)) U(mr) to the Coulomb potential therefore behaves as α e^(−2mr)/(4√π (mr)^(3/2)). This gives the range of the one-loop vacuum polarization that is linear in the charge of a static point source. The one-loop term cubic in that charge is not included here; it falls off only as a power of r.

## Expansion about the pair threshold

The variable t is the mass of the virtual pair in units of 2m. Put t = 1 + s:

U(x) = e^(−2x) ∫₀^∞ w(1+s) e^(−2xs) ds.

At large x only small s matters. Write u = 1/(1+s)² and R = √((1+s)² − 1) = √(2s + s²), so that w(1+s) = (u + u²/2) R.

For the upper bound, R ≤ (1+s)√(2s), while u(1+s) ≤ 1 and u ≤ 1. Hence (u + u²/2)(1+s) ≤ 3/2. For the lower bound, R ≥ √(2s), and u² ≥ 2u − 1 together with u ≥ 1 − 2s gives

u + u²/2 ≥ 2u − 1/2 ≥ 3/2 − 4s.

Thus, for all s ≥ 0,

√(2s)(3/2 − 4s) ≤ w(1+s) ≤ (3/2)√(2s).

With Γ(3/2) = √π/2 and Γ(5/2) = 3√π/4,

∫₀^∞ √(2s) e^(−2xs) ds = √2 Γ(3/2)/(2x)^(3/2) = √π/(4x^(3/2))

∫₀^∞ s√(2s) e^(−2xs) ds = √2 Γ(5/2)/(2x)^(5/2) = 3√π/(16x^(5/2)).

Integrate the bounds on w and multiply by x^(3/2). The upper bound becomes (3/2)(√π/4) = 3√π/8, and the lower one is smaller by 4 · 3√π/(16x) = 3√π/(4x). Finally, (2α/(3π)) · 3√π/8 = α/(4√π).

Relative to the limit, the deviation is at most 2/x. For x ≤ 2 the lower bound is zero or negative and says nothing useful, but the upper bound still holds.

In a numerical calculation, the same shift lets a program tabulate e^(2x) U(x) without underflow. The further substitution s = v² removes the square-root singularity at threshold, and the two-sided bound checks the quadrature at large x.

## The integral and its asymptote in Lean

```lean
import Mathlib

open MeasureTheory Set Filter Topology
open scoped Real

namespace UehlingLongRange

noncomputable section
```

The spectral weight is taken as given; its derivation from the one-loop diagram is not part of the development.

```lean
/-- Spectral weight of the one-loop vacuum polarization, with `t` the pair mass in units of
the threshold `2m`. -/
def weight (t : ℝ) : ℝ := (1 + 1 / (2 * t ^ 2)) * √(t ^ 2 - 1) / t ^ 2
```

`Ioi 1` is the open half-line t > 1, and the integral is a Lebesgue integral.

```lean
/-- The Uehling integral as a function of the distance `x = m r`. -/
def uehlingU (x : ℝ) : ℝ := ∫ t in Ioi (1 : ℝ), weight t * Real.exp (-2 * x * t)
```

The correction is dimensionless: it multiplies the Coulomb potential.

```lean
/-- Relative Uehling correction to the Coulomb potential at distance `r`, for coupling `α`
and lepton mass `m`. -/
def correction (α m r : ℝ) : ℝ := 2 * α / (3 * π) * uehlingU (m * r)
```

The comparison function is defined separately, with a real power.

```lean
/-- The long-range form `α exp(-2mr) / (4 √π (mr)^(3/2))`. -/
def longRange (α m r : ℝ) : ℝ :=
  α * Real.exp (-(2 * (m * r))) / (4 * √π * (m * r) ^ (3 / 2 : ℝ))
```

The next lemma rewrites x^(3/2) as x√x.

```lean
lemma rpow_three_half {x : ℝ} (hx : 0 < x) : x ^ (3 / 2 : ℝ) = x * √x := by
  rw [show (3 / 2 : ℝ) = 1 + 1 / 2 by norm_num, Real.rpow_add hx, Real.rpow_one,
    ← Real.sqrt_eq_rpow]
```

`weight_threshold` states the two bounds on w(1+s). After the estimates for R, the proof replaces 1/(s+1)² by `u`, as above, and `nlinarith` supplies the polynomial inequalities.

```lean
/-- At an excess `s ≥ 0` above the pair threshold, the spectral weight is at most `3/2 √(2s)`, and
falls short of it by at most `4s √(2s)`. -/
theorem weight_threshold {s : ℝ} (hs : 0 ≤ s) :
    √(2 * s) * (3 / 2 - 4 * s) ≤ weight (s + 1) ∧ weight (s + 1) ≤ 3 / 2 * √(2 * s) := by
  have key : ∀ t R : ℝ, (1 + 1 / (2 * t ^ 2)) * R / t ^ 2
      = (1 / t ^ 2 + (1 / t ^ 2) ^ 2 / 2) * R := by
    intro t R
    ring
  have hR1 : √(2 * s) ≤ √((s + 1) ^ 2 - 1) := Real.sqrt_le_sqrt (by nlinarith [sq_nonneg s])
  have hR2 : √((s + 1) ^ 2 - 1) ≤ (s + 1) * √(2 * s) := by
    rw [Real.sqrt_le_iff]
    refine ⟨by positivity, ?_⟩
    rw [mul_pow, Real.sq_sqrt (by positivity)]
    nlinarith [pow_nonneg hs 3, sq_nonneg s]
  have hu0 : 0 < 1 / (s + 1) ^ 2 := by positivity
  have hu1 : 1 - 2 * s ≤ 1 / (s + 1) ^ 2 := by
    rw [le_div_iff₀ (by positivity)]
    nlinarith [pow_nonneg hs 3, sq_nonneg s]
  have hu2 : 1 / (s + 1) ^ 2 * (s + 1) ^ 2 = 1 := by field_simp
  rw [weight, key]
  generalize 1 / (s + 1) ^ 2 = u at *
  have hut : u * (s + 1) ≤ 1 := by
    nlinarith [mul_nonneg (mul_nonneg hu0.le (by linarith : 0 ≤ s + 1)) hs]
  have hule : u ≤ 1 := by nlinarith [mul_nonneg hu0.le hs]
  have hg0 : 0 ≤ u + u ^ 2 / 2 := by positivity
  constructor
  · calc √(2 * s) * (3 / 2 - 4 * s) ≤ √(2 * s) * (u + u ^ 2 / 2) :=
          mul_le_mul_of_nonneg_left (by nlinarith [sq_nonneg (u - 1)]) (Real.sqrt_nonneg _)
      _ = (u + u ^ 2 / 2) * √(2 * s) := mul_comm _ _
      _ ≤ _ := mul_le_mul_of_nonneg_left hR1 hg0
  · have hgt : (u + u ^ 2 / 2) * (s + 1) ≤ 3 / 2 := by
      nlinarith [mul_le_mul_of_nonneg_left hut hu0.le]
    calc _ ≤ (u + u ^ 2 / 2) * ((s + 1) * √(2 * s)) := mul_le_mul_of_nonneg_left hR2 hg0
      _ = (u + u ^ 2 / 2) * (s + 1) * √(2 * s) := by ring
      _ ≤ _ := mul_le_mul_of_nonneg_right hgt (Real.sqrt_nonneg _)
```

The shift of variable uses the translation invariance of Lebesgue measure.

```lean
/-- Measuring the pair mass from threshold pulls the factor `exp(-2x)` out of the Uehling
integral. -/
theorem uehlingU_shift (x : ℝ) : uehlingU x =
    Real.exp (-(2 * x)) * ∫ s in Ioi (0 : ℝ), weight (s + 1) * Real.exp (-(2 * x * s)) := by
  have hpre : (fun s : ℝ => s + 1) ⁻¹' Ioi 1 = Ioi 0 := by
    ext s
    simp
  have h : ∫ s in Ioi (0 : ℝ), weight (s + 1) * Real.exp (-2 * x * (s + 1))
      = ∫ t in Ioi (1 : ℝ), weight t * Real.exp (-2 * x * t) := by
    rw [← hpre]
    exact (measurePreserving_add_right volume (1 : ℝ)).setIntegral_preimage_emb
      (measurableEmbedding_addRight 1) (fun t => weight t * Real.exp (-2 * x * t)) (Ioi 1)
  rw [uehlingU, ← h, ← integral_const_mul]
  refine setIntegral_congr_fun measurableSet_Ioi fun s _ => ?_
  have he : Real.exp (-2 * x * (s + 1)) = Real.exp (-(2 * x)) * Real.exp (-(2 * x * s)) := by
    rw [← Real.exp_add]
    ring_nf
  simp only [he]
  ring
```

Two small identities prepare the Gamma-function integrals.

```lean
lemma gamma_three_half : Real.Gamma (3 / 2) = √π / 2 := by
  rw [show (3 / 2 : ℝ) = 1 / 2 + 1 by norm_num, Real.Gamma_add_one (by norm_num),
    Real.Gamma_one_half_eq]
  ring

lemma sqrt_scale (x : ℝ) : √(1 / (2 * x)) = 1 / (√2 * √x) := by
  rw [Real.sqrt_div zero_le_one, Real.sqrt_one, Real.sqrt_mul zero_le_two]
```

`moment_one` and `moment_two` are the two integrals evaluated above, obtained from Mathlib's formula for ∫ s^(a−1) e^(−rs) ds, where r denotes the decay rate 2x.

```lean
/-- Laplace transform of `√(2s)`, evaluated at `2x`. -/
theorem moment_one {x : ℝ} (hx : 0 < x) :
    ∫ s in Ioi (0 : ℝ), √(2 * s) * Real.exp (-(2 * x * s)) = √π / (4 * (x * √x)) := by
  have h := Real.integral_rpow_mul_exp_neg_mul_Ioi (a := 3 / 2) (r := 2 * x)
    (by norm_num) (by positivity)
  have hsx : 0 < √x := Real.sqrt_pos.2 hx
  have h2 : 0 < √(2 : ℝ) := by positivity
  calc _ = ∫ s in Ioi (0 : ℝ), √2 * (s ^ ((3 / 2 : ℝ) - 1) * Real.exp (-(2 * x * s))) := by
        refine setIntegral_congr_fun measurableSet_Ioi fun s _ => ?_
        have e : s ^ ((3 / 2 : ℝ) - 1) = √s := by
          rw [Real.sqrt_eq_rpow, show (3 / 2 : ℝ) - 1 = 1 / 2 by norm_num]
        simp only [e, Real.sqrt_mul zero_le_two]
        ring
    _ = √2 * ((1 / (2 * x)) ^ (3 / 2 : ℝ) * Real.Gamma (3 / 2)) := by
        rw [integral_const_mul, h]
    _ = _ := by
        rw [gamma_three_half, rpow_three_half (by positivity), sqrt_scale]
        field_simp
        norm_num

/-- Laplace transform of `s √(2s)`, evaluated at `2x`. -/
theorem moment_two {x : ℝ} (hx : 0 < x) :
    ∫ s in Ioi (0 : ℝ), s * √(2 * s) * Real.exp (-(2 * x * s))
      = 3 * √π / (16 * (x ^ 2 * √x)) := by
  have h := Real.integral_rpow_mul_exp_neg_mul_Ioi (a := 5 / 2) (r := 2 * x)
    (by norm_num) (by positivity)
  have hsx : 0 < √x := Real.sqrt_pos.2 hx
  have h2 : 0 < √(2 : ℝ) := by positivity
  have hG : Real.Gamma (5 / 2) = 3 * √π / 4 := by
    rw [show (5 / 2 : ℝ) = 3 / 2 + 1 by norm_num, Real.Gamma_add_one (by norm_num),
      gamma_three_half]
    ring
  have hp : (1 / (2 * x)) ^ (5 / 2 : ℝ) = (1 / (2 * x)) ^ 2 * √(1 / (2 * x)) := by
    rw [show (5 / 2 : ℝ) = 2 + 1 / 2 by norm_num, Real.rpow_add (by positivity),
      Real.rpow_two, ← Real.sqrt_eq_rpow]
  calc _ = ∫ s in Ioi (0 : ℝ), √2 * (s ^ ((5 / 2 : ℝ) - 1) * Real.exp (-(2 * x * s))) := by
        refine setIntegral_congr_fun measurableSet_Ioi fun s hs => ?_
        have e : s ^ ((5 / 2 : ℝ) - 1) = s * √s := by
          rw [show (5 / 2 : ℝ) - 1 = 3 / 2 by norm_num, rpow_three_half hs]
        simp only [e, Real.sqrt_mul zero_le_two]
        ring
    _ = √2 * ((1 / (2 * x)) ^ (5 / 2 : ℝ) * Real.Gamma (5 / 2)) := by
        rw [integral_const_mul, h]
    _ = _ := by
        rw [hG, hp, sqrt_scale]
        field_simp
        norm_num
```

To integrate the inequalities, one needs integrability. For the two comparison functions it follows from their nonzero integrals, since Lean assigns the value 0 to a non-integrable function. The product w(1+s) e^(−2xs) is then integrable by domination; the weight alone is not, since w(t) decays only as 1/t. `hU` and `hL` are the integrated bounds, and `hc` cancels the exponentials.

```lean
/-- At every distance `x > 0` the rescaled Uehling integral lies below `3√π/8`, by at most
`3√π/(4x)`. -/
theorem uehlingU_bounds {x : ℝ} (hx : 0 < x) :
    3 * √π / 8 - 3 * √π / (4 * x) ≤ x ^ (3 / 2 : ℝ) * Real.exp (2 * x) * uehlingU x ∧
      x ^ (3 / 2 : ℝ) * Real.exp (2 * x) * uehlingU x ≤ 3 * √π / 8 := by
  have hsx : 0 < √x := Real.sqrt_pos.2 hx
  have i1 : Integrable (fun s : ℝ => √(2 * s) * Real.exp (-(2 * x * s)))
      (volume.restrict (Ioi 0)) := by
    by_contra h
    have h0 := integral_undef h
    rw [moment_one hx] at h0
    have : 0 < √π / (4 * (x * √x)) := by positivity
    linarith
  have i2 : Integrable (fun s : ℝ => s * √(2 * s) * Real.exp (-(2 * x * s)))
      (volume.restrict (Ioi 0)) := by
    by_contra h
    have h0 := integral_undef h
    rw [moment_two hx] at h0
    have : 0 < 3 * √π / (16 * (x ^ 2 * √x)) := by positivity
    linarith
  have up : ∀ s ∈ Ioi (0 : ℝ), weight (s + 1) * Real.exp (-(2 * x * s))
      ≤ 3 / 2 * (√(2 * s) * Real.exp (-(2 * x * s))) := fun s hs => by
    rw [← mul_assoc]
    exact mul_le_mul_of_nonneg_right (weight_threshold (le_of_lt hs)).2 (Real.exp_pos _).le
  -- the weight is integrable because the threshold law dominates it
  have iw : Integrable (fun s : ℝ => weight (s + 1) * Real.exp (-(2 * x * s)))
      (volume.restrict (Ioi 0)) := by
    have hm : Measurable (fun s : ℝ => weight (s + 1) * Real.exp (-(2 * x * s))) := by
      unfold weight
      fun_prop
    refine (i1.const_mul (3 / 2)).mono' hm.aestronglyMeasurable
      (ae_restrict_of_forall_mem measurableSet_Ioi fun s hs => ?_)
    have h0 : 0 ≤ weight (s + 1) := by
      unfold weight
      positivity
    rw [Real.norm_of_nonneg (mul_nonneg h0 (Real.exp_pos _).le)]
    exact up s hs
  have hU := setIntegral_mono_on iw (i1.const_mul (3 / 2)) measurableSet_Ioi up
  have hL := setIntegral_mono_on ((i1.const_mul (3 / 2)).sub (i2.const_mul 4)) iw
    measurableSet_Ioi (fun s hs => by
      have := mul_le_mul_of_nonneg_right (weight_threshold (le_of_lt hs)).1
        (Real.exp_pos (-(2 * x * s))).le
      simp only [Pi.sub_apply]
      linarith)
  simp only [Pi.sub_apply] at hL
  rw [integral_sub (i1.const_mul _) (i2.const_mul _), integral_const_mul,
    integral_const_mul, moment_one hx, moment_two hx] at hL
  rw [integral_const_mul, moment_one hx] at hU
  -- the exponentials cancel and only the threshold integral is left
  have hc : x ^ (3 / 2 : ℝ) * Real.exp (2 * x) * uehlingU x
      = x * √x * ∫ s in Ioi (0 : ℝ), weight (s + 1) * Real.exp (-(2 * x * s)) := by
    rw [uehlingU_shift, rpow_three_half hx, Real.exp_neg]
    have := Real.exp_pos (2 * x)
    field_simp
  have hq : 0 ≤ x * √x := by positivity
  rw [hc]
  constructor
  · refine le_trans (le_of_eq ?_) (mul_le_mul_of_nonneg_left hL hq)
    field_simp
    ring
  · refine (mul_le_mul_of_nonneg_left hU hq).trans (le_of_eq ?_)
    field_simp
    norm_num
```

The limit follows by squeezing, because 3√π/(4x) → 0.

```lean
/-- Long-range asymptote of the Uehling integral: `x^(3/2) exp(2x) U(x)` tends to `3√π/8`. -/
theorem uehlingU_asymptote :
    Tendsto (fun x : ℝ => x ^ (3 / 2 : ℝ) * Real.exp (2 * x) * uehlingU x) atTop
      (𝓝 (3 * √π / 8)) := by
  have h := ((tendsto_inv_atTop_zero (𝕜 := ℝ)).const_mul (3 * √π / 4)).const_sub (3 * √π / 8)
  rw [mul_zero, sub_zero] at h
  refine tendsto_of_tendsto_of_tendsto_of_le_of_le' h tendsto_const_nhds ?_ ?_
  · filter_upwards [eventually_gt_atTop 0] with x hx
    refine le_trans (le_of_eq ?_) (uehlingU_bounds hx).1
    ring
  · filter_upwards [eventually_gt_atTop 0] with x hx
    exact (uehlingU_bounds hx).2
```

The last theorem fixes `m > 0` and lets r → ∞. Its meaning of "behaves as" is that the ratio tends to 1, which is why `α ≠ 0` is required. The identity `alg` turns that ratio into 8/(3√π) times the product already controlled, evaluated at x = mr.

```lean
/-- At large distance the ratio of the relative Uehling correction to
`α exp(-2mr) / (4 √π (mr)^(3/2))` tends to one. -/
theorem correction_asymptote {α m : ℝ} (hα : α ≠ 0) (hm : 0 < m) :
    Tendsto (fun r => correction α m r / longRange α m r) atTop (𝓝 1) := by
  have alg : ∀ p E P V : ℝ, p ≠ 0 → E ≠ 0 → P ≠ 0 →
      (2 * α / (3 * p ^ 2) * V) / (α * E⁻¹ / (4 * p * P)) = 8 / (3 * p) * (P * E * V) := by
    intro p E P V hp hE hP
    field_simp
    ring
  have hpi : √π ≠ 0 := (Real.sqrt_pos.2 Real.pi_pos).ne'
  have hmr : Tendsto (fun r : ℝ => m * r) atTop atTop := tendsto_id.const_mul_atTop hm
  have h := (uehlingU_asymptote.comp hmr).const_mul (8 / (3 * √π))
  rw [show 8 / (3 * √π) * (3 * √π / 8) = 1 by field_simp] at h
  refine h.congr' ?_
  filter_upwards [eventually_gt_atTop 0] with r hr
  have hy : 0 < m * r := mul_pos hm hr
  have e := alg (√π) (Real.exp (2 * (m * r))) ((m * r) ^ (3 / 2 : ℝ)) (uehlingU (m * r))
    hpi (Real.exp_pos _).ne' (Real.rpow_pos_of_pos hy _).ne'
  rw [Real.sq_sqrt Real.pi_pos.le] at e
  rw [correction, longRange, Real.exp_neg]
  exact e.symm

end

end UehlingLongRange
```

```lean
#print axioms UehlingLongRange.correction_asymptote
```

```
'UehlingLongRange.correction_asymptote' depends on axioms: [propext, Classical.choice, Quot.sound]
```
